# The index-n superlattices of ℤ² number σ(n), one for each Hermite normal form

An ordered alloy on a two-dimensional parent lattice often has a larger repeat unit than the lattice itself. To list candidate orderings with $n$ parent cells per repeat unit, a code can start from a list of every possible lattice of repeat vectors. Each such superlattice has infinitely many bases, so a search over pairs of vectors meets the same one again and again.

In integer coordinates the parent lattice is $\mathbb Z^2$, and a superlattice with cell size $n$ is a subgroup of index $n$. For $n\ge 1$, each is the column span of exactly one integer matrix

$$M=\begin{pmatrix}a&0\\ b&c\end{pmatrix},\qquad a,c>0,\quad ac=n,\quad 0\le b<c .$$

Their number is therefore $\sigma(n)=\sum_{d\mid n}d$, the sum of the divisors of $n$.

## Enumerating cells and folding sites

The enumeration is a double loop: for each divisor $c$ of $n$, set $a=n/c$ and let $b$ run from $0$ to $c-1$. For $n=2$ it gives three cells, with columns

- $(2,0)$ and $(0,1)$;
- $(1,0)$ and $(0,2)$;
- $(1,1)$ and $(0,2)$, the checkerboard if the parent lattice is square.

Before any symmetry reduction, the length of the list must equal $\sigma(n)$, which is a cheap test of the loop. In a two-dimensional cluster expansion, this list, often reduced by symmetry first, can supply the periodic cells that are then decorated with atomic species.

The same matrix folds a site $(v_0,v_1)$ into the box of sites $(i,j)$ with $0\le i<a$ and $0\le j<c$, which holds exactly one site from each class of sites related by superlattice translations. When $b\ne0$, these need not be the sites inside the parallelogram spanned by the columns of $M$. Compute $k=\lfloor v_0/a\rfloor$ and $l=\lfloor (v_1-bk)/c\rfloor$, and keep $(v_0-ak,\;v_1-bk-cl)$. The divisions must round down. Integer division in C truncates towards zero and can give a point outside the box when $v_0$ or $v_1-bk$ is negative. The second can happen even for a site with non-negative coordinates: for the checkerboard and the site $(1,0)$, $v_1-bk=-1$. A code that stores lattice vectors as rows needs the transpose of $M$.

## From a sublattice to its matrix

**Span.** For integers $k,l$, the combination of the columns with these coefficients is $(ak,\;bk+cl)$. These are the points of the superlattice $L$ spanned by $M$.

**Index.** The folding rule takes any $v$ to a point $(i,j)$ with $0\le i<a$ and $0\le j<c$, and $v-(i,j)=(ak,bk+cl)$ lies in $L$. So every coset meets this box. If two box points differ by an element of $L$, then $i'-i=ak$ with $|i'-i|<a$, which forces $k=0$. Then $j'-j=cl$ with $|j'-j|<c$ forces $l=0$. Each coset has exactly one representative in the box, and the index is $ac$.

**Existence.** Let $H$ have index $n\ge1$. The quotient has order $n$, so $nv\in H$ for every $v$. The first coordinates of elements of $H$ form a subgroup of $\mathbb Z$ containing $n$, hence equal to $a\mathbb Z$ with $a>0$. Likewise, the integers $y$ with $(0,y)\in H$ form $c\mathbb Z$ with $c>0$.

Choose $w\in H$ with $w_0=a$. Subtracting $(0,c\lfloor w_1/c\rfloor)\in H$ leaves $(a,b)\in H$ with $0\le b<c$. For any $v\in H$ we have $v_0=ak$, and $v-k(a,b)=(0,v_1-bk)$ lies in $H$, so $v_1-bk=cl$. Conversely, every point $(ak,bk+cl)$ is in $H$. Thus $H$ is the span of $M$, and the index formula gives $ac=n$.

**Uniqueness.** Suppose $(a,b,c)$ and $(a',b',c')$ give the same span. Then $(a,b)$ lies in the second span, so $a=a'k$ and $b=b'k+c'l$. By symmetry $a$ divides $a'$; both are positive, so $a=a'$ and $k=1$. From $ac=a'c'=n$ follows $c=c'$. Now $b-b'=cl$ with both $b$ and $b'$ in $[0,c)$, so $l=0$ and $b=b'$.

**Count.** Each divisor $c$ fixes $a$ and allows $c$ values of $b$, for a total of $\sigma(n)$. A prime $p$ has divisors $1$ and $p$, which gives $p+1$.

**Without the bound $b<c$ on the off-diagonal entry**, called the shear, uniqueness fails already at $n=1$: the matrices with $a=c=1$ and $b=0$ or $b=1$ both span $\mathbb Z^2$.

## The Lean file

```lean
import Mathlib

open Matrix

namespace DerivativeSuperlattices

/-- The subgroup of the parent lattice `ℤ²` formed by all integer combinations of the columns of
`M`. -/
def columnSpan (M : Matrix (Fin 2) (Fin 2) ℤ) : AddSubgroup (Fin 2 → ℤ) :=
  M.mulVecLin.toAddMonoidHom.range

/-- The matrix `M = [[a, 0], [b, c]]` is a Hermite cell of size `n`:
`a, c > 0`, `a c = n` and `0 ≤ b < c`. -/
structure IsHermiteCell (n : ℕ) (M : Matrix (Fin 2) (Fin 2) ℤ) : Prop where
  upper : M 0 1 = 0
  pos_a : 0 < M 0 0
  pos_c : 0 < M 1 1
  size : M 0 0 * M 1 1 = n
  shear_nonneg : 0 ≤ M 1 0
  shear_lt : M 1 0 < M 1 1

/-- For `M = [[a, 0], [b, c]]`, a site belongs to the column span exactly when its coordinates are
`(a k, b k + c l)` for integers `k` and `l`. -/
theorem mem_columnSpan_iff (M : Matrix (Fin 2) (Fin 2) ℤ) (h : M 0 1 = 0) (v : Fin 2 → ℤ) :
    v ∈ columnSpan M ↔ ∃ k l : ℤ, v 0 = M 0 0 * k ∧ v 1 = M 1 0 * k + M 1 1 * l := by
  have hm : v ∈ columnSpan M ↔ ∃ k : Fin 2 → ℤ, M *ᵥ k = v := Iff.rfl
  rw [hm]
  constructor
  · rintro ⟨k, rfl⟩
    exact ⟨k 0, k 1, by simp [Matrix.mulVec, dotProduct, Fin.sum_univ_two, h],
      by simp [Matrix.mulVec, dotProduct, Fin.sum_univ_two]⟩
  · rintro ⟨k, l, h0, h1⟩
    refine ⟨![k, l], ?_⟩
    ext i
    fin_cases i
    · simp [Matrix.mulVec, dotProduct, Fin.sum_univ_two, h, h0]
    · simp [Matrix.mulVec, dotProduct, Fin.sum_univ_two, h1]

/-- Two residues in the same window of length `a` that differ by `a k` have `k = 0`. -/
theorem shift_eq_zero {a x y k : ℤ} (hx : 0 ≤ x) (hxa : x < a) (hy : 0 ≤ y) (hya : y < a)
    (h : y = x + a * k) : k = 0 := by
  have h1 : k < 1 := by
    by_contra hk
    nlinarith [not_lt.mp hk]
  have h2 : -1 < k := by
    by_contra hk
    nlinarith [not_lt.mp hk]
  omega

/-- The index of the superlattice of a lower-triangular cell with positive diagonal is the
product of the diagonal entries. -/
theorem index_columnSpan (M : Matrix (Fin 2) (Fin 2) ℤ) (h : M 0 1 = 0)
    (h0 : 0 < M 0 0) (h1 : 0 < M 1 1) :
    ((columnSpan M).index : ℤ) = M 0 0 * M 1 1 := by
  obtain ⟨a, ha⟩ := Int.eq_ofNat_of_zero_le h0.le
  obtain ⟨c, hc⟩ := Int.eq_ofNat_of_zero_le h1.le
  -- the sites of an `a × c` box represent every coset exactly once
  let f : Fin a × Fin c → (Fin 2 → ℤ) ⧸ columnSpan M :=
    fun p => QuotientAddGroup.mk ![((p.1 : ℕ) : ℤ), ((p.2 : ℕ) : ℤ)]
  have hf : Function.Bijective f := by
    constructor
    · rintro ⟨i, j⟩ ⟨i', j'⟩ hij
      obtain ⟨k, l, e0, e1⟩ := (mem_columnSpan_iff M h _).mp (QuotientAddGroup.eq.mp hij)
      have e0 : -((i : ℕ) : ℤ) + ((i' : ℕ) : ℤ) = M 0 0 * k := e0
      have e1 : -((j : ℕ) : ℤ) + ((j' : ℕ) : ℤ) = M 1 0 * k + M 1 1 * l := e1
      have hi := i.isLt
      have hi' := i'.isLt
      have hj := j.isLt
      have hj' := j'.isLt
      have hk : k = 0 := shift_eq_zero (a := M 0 0) (x := ((i : ℕ) : ℤ))
        (y := ((i' : ℕ) : ℤ)) (by omega) (by omega) (by omega) (by omega) (by linarith)
      subst hk
      have hl : l = 0 := shift_eq_zero (a := M 1 1) (x := ((j : ℕ) : ℤ))
        (y := ((j' : ℕ) : ℤ)) (by omega) (by omega) (by omega) (by omega) (by linarith)
      subst hl
      simp only [mul_zero, add_zero] at e0 e1
      have ei : (i : ℕ) = (i' : ℕ) := by omega
      have ej : (j : ℕ) = (j' : ℕ) := by omega
      exact Prod.ext (Fin.ext ei) (Fin.ext ej)
    · intro q
      obtain ⟨v, rfl⟩ := QuotientAddGroup.mk_surjective q
      obtain ⟨i, hi⟩ := Int.eq_ofNat_of_zero_le (Int.emod_nonneg (v 0) h0.ne')
      obtain ⟨j, hj⟩ := Int.eq_ofNat_of_zero_le
        (Int.emod_nonneg (v 1 - M 1 0 * (v 0 / M 0 0)) h1.ne')
      have hia := Int.emod_lt_of_pos (v 0) h0
      have hjc := Int.emod_lt_of_pos (v 1 - M 1 0 * (v 0 / M 0 0)) h1
      rw [hi] at hia
      rw [hj] at hjc
      refine ⟨(⟨i, by omega⟩, ⟨j, by omega⟩), QuotientAddGroup.eq.mpr ?_⟩
      rw [mem_columnSpan_iff M h]
      rw [Int.emod_def] at hi hj
      refine ⟨v 0 / M 0 0, (v 1 - M 1 0 * (v 0 / M 0 0)) / M 1 1, ?_, ?_⟩
      · show -(i : ℤ) + v 0 = _
        linarith
      · show -(j : ℤ) + v 1 = _
        linarith
  have hcard : (columnSpan M).index = a * c :=
    calc (columnSpan M).index = Nat.card (Fin a × Fin c) :=
          (Nat.card_eq_of_bijective f hf).symm
      _ = a * c := by simp
  rw [hcard, ha, hc]
  push_cast
  rfl

/-- A subgroup of `ℤ` with a nonzero element consists of the multiples of a positive integer. -/
theorem exists_pos_generator (K : AddSubgroup ℤ) {N : ℤ} (hN : N ≠ 0) (h : N ∈ K) :
    ∃ a : ℤ, 0 < a ∧ ∀ x, x ∈ K ↔ a ∣ x := by
  obtain ⟨g, hg⟩ := Int.subgroup_cyclic K
  have hm : ∀ x, x ∈ K ↔ g ∣ x := by
    intro x
    rw [hg, AddSubgroup.mem_closure_singleton]
    constructor
    · rintro ⟨k, rfl⟩
      exact ⟨k, by rw [smul_eq_mul, mul_comm]⟩
    · rintro ⟨k, rfl⟩
      exact ⟨k, by rw [smul_eq_mul, mul_comm]⟩
  refine ⟨|g|, abs_pos.mpr ?_, fun x => by rw [hm, abs_dvd]⟩
  rintro rfl
  exact hN (zero_dvd_iff.mp ((hm N).mp h))

/-- Every superlattice of finite index `n` is spanned by the columns of a Hermite cell of
size `n`. -/
theorem exists_hermiteCell {n : ℕ} (hn : 0 < n) (H : AddSubgroup (Fin 2 → ℤ))
    (hH : H.index = n) : ∃ M, IsHermiteCell n M ∧ columnSpan M = H := by
  have hmul : ∀ v : Fin 2 → ℤ, n • v ∈ H := by
    intro v
    rw [← hH]
    exact H.nsmul_index_mem v
  have hnz : (n : ℤ) ≠ 0 := by exact_mod_cast hn.ne'
  -- `a` generates the first coordinates, `c` the sites on the second axis
  obtain ⟨a, ha0, ha⟩ := exists_pos_generator
    (H.map (Pi.evalAddMonoidHom (fun _ : Fin 2 => ℤ) 0)) hnz
    ⟨n • ![1, 0], hmul _, by simp⟩
  let e : ℤ →+ (Fin 2 → ℤ) := AddMonoidHom.mk' (fun y => ![0, y])
    (by intro x y; ext i; fin_cases i <;> simp)
  have hne : (n : ℤ) ∈ H.comap e := by
    have h2 : n • ![(0 : ℤ), 1] = ![0, (n : ℤ)] := by
      ext i
      fin_cases i <;> simp
    have h3 := hmul ![0, 1]
    rw [h2] at h3
    exact h3
  obtain ⟨c, hc0, hc⟩ := exists_pos_generator (H.comap e) hnz hne
  have hc' : ∀ y : ℤ, ![0, y] ∈ H ↔ c ∣ y := hc
  obtain ⟨w, hw, hwa⟩ := (ha a).mpr dvd_rfl
  have hwa : w 0 = a := hwa
  -- reduce the shear modulo `c`
  obtain ⟨b, hb⟩ : ∃ b, b = w 1 % c := ⟨_, rfl⟩
  have hab : ![a, b] ∈ H := by
    have h2 := H.sub_mem hw ((hc' (c * (w 1 / c))).mpr ⟨_, rfl⟩)
    convert h2 using 1
    ext i
    fin_cases i
    · show a = w 0 - 0
      rw [hwa, sub_zero]
    · show b = w 1 - c * (w 1 / c)
      rw [hb, Int.emod_def]
  have key : ∀ v, v ∈ H ↔ ∃ k l : ℤ, v 0 = a * k ∧ v 1 = b * k + c * l := by
    intro v
    have hdec : ∀ k : ℤ, v 0 = a * k → v = k • ![a, b] + ![0, v 1 - b * k] := by
      intro k hk
      ext i
      fin_cases i
      · simp [hk, mul_comm]
      · simp [mul_comm]
    constructor
    · intro hv
      obtain ⟨k, hk⟩ := (ha (v 0)).mp ⟨v, hv, rfl⟩
      have h2 := hv
      rw [hdec k hk] at h2
      obtain ⟨l, hl⟩ := (hc' _).mp ((H.add_mem_cancel_left (H.zsmul_mem hab k)).mp h2)
      exact ⟨k, l, hk, by linear_combination hl⟩
    · rintro ⟨k, l, hk, hl⟩
      rw [hdec k hk]
      exact H.add_mem (H.zsmul_mem hab k) ((hc' _).mpr ⟨l, by linear_combination hl⟩)
  have hspan : columnSpan !![a, 0; b, c] = H := by
    ext v
    rw [mem_columnSpan_iff _ rfl, key]
    exact Iff.rfl
  have hidx := index_columnSpan !![a, 0; b, c] rfl ha0 hc0
  rw [hspan, hH] at hidx
  refine ⟨!![a, 0; b, c], ⟨rfl, ha0, hc0, hidx.symm, ?_, ?_⟩, hspan⟩
  · show 0 ≤ b
    rw [hb]
    exact Int.emod_nonneg _ hc0.ne'
  · show b < c
    rw [hb]
    exact Int.emod_lt_of_pos _ hc0

/-- For `n ≥ 1`, the column span is a bijection from the Hermite cells of size `n` onto the
superlattices of index `n`. -/
theorem bijOn_columnSpan {n : ℕ} (hn : 0 < n) :
    Set.BijOn columnSpan {M | IsHermiteCell n M} {H | H.index = n} := by
  refine ⟨?_, ?_, fun H hH => exists_hermiteCell hn H hH⟩
  · intro M hM
    have hM : IsHermiteCell n M := hM
    have h := (index_columnSpan M hM.upper hM.pos_a hM.pos_c).trans hM.size
    show (columnSpan M).index = n
    exact_mod_cast h
  · intro M hM M' hM' h
    have hM : IsHermiteCell n M := hM
    have hM' : IsHermiteCell n M' := hM'
    have h : columnSpan M = columnSpan M' := h
    -- equal spans force the corner entries to divide each other
    have hdvd : ∀ A B : Matrix (Fin 2) (Fin 2) ℤ, IsHermiteCell n A → IsHermiteCell n B →
        columnSpan A = columnSpan B →
        ∃ k l : ℤ, A 0 0 = B 0 0 * k ∧ A 1 0 = B 1 0 * k + B 1 1 * l := by
      intro A B hA hB hAB
      have h2 : ![A 0 0, A 1 0] ∈ columnSpan A :=
        (mem_columnSpan_iff A hA.upper _).mpr ⟨1, 0, by simp, by simp⟩
      rw [hAB] at h2
      exact (mem_columnSpan_iff B hB.upper _).mp h2
    obtain ⟨k, l, hk, hl⟩ := hdvd M M' hM hM' h
    obtain ⟨k', _, hk', _⟩ := hdvd M' M hM' hM h.symm
    have ea : M 0 0 = M' 0 0 :=
      Int.dvd_antisymm hM.pos_a.le hM'.pos_a.le ⟨k', hk'⟩ ⟨k, hk⟩
    have ec : M 1 1 = M' 1 1 := by
      apply mul_left_cancel₀ hM.pos_a.ne'
      rw [hM.size, ea, hM'.size]
    have k1 : k = 1 := by
      apply mul_left_cancel₀ hM'.pos_a.ne'
      rw [← hk, ea, mul_one]
    subst k1
    have l0 : l = 0 := shift_eq_zero hM'.shear_nonneg hM'.shear_lt hM.shear_nonneg
      (ec ▸ hM.shear_lt) (by linarith)
    subst l0
    ext i j
    fin_cases i <;> fin_cases j
    · exact ea
    · exact hM.upper.trans hM'.upper.symm
    · show M 1 0 = M' 1 0
      linarith
    · exact ec

/-- For `n ≥ 1`, the number of superlattices of `ℤ²` of index `n` is the sum of the divisors
of `n`. -/
theorem encard_superlattices {n : ℕ} (hn : 0 < n) :
    {H : AddSubgroup (Fin 2 → ℤ) | H.index = n}.encard = ((∑ d ∈ n.divisors, d : ℕ) : ℕ∞) := by
  -- a Hermite cell is a divisor `c` of `n` together with a shear `b < c`
  let g : (Σ _ : ℕ, ℕ) → Matrix (Fin 2) (Fin 2) ℤ :=
    fun p => !![((n / p.1 : ℕ) : ℤ), 0; (p.2 : ℤ), (p.1 : ℤ)]
  have hg : Function.Injective g := by
    rintro ⟨c, b⟩ ⟨c', b'⟩ h
    have h1 : (c : ℤ) = c' := congrFun (congrFun h 1) 1
    have h2 : (b : ℤ) = b' := congrFun (congrFun h 1) 0
    obtain rfl : c = c' := by exact_mod_cast h1
    obtain rfl : b = b' := by exact_mod_cast h2
    rfl
  have himg : {M | IsHermiteCell n M} =
      g '' ((n.divisors.sigma fun c => Finset.range c : Finset (Σ _ : ℕ, ℕ)) :
        Set (Σ _ : ℕ, ℕ)) := by
    ext M
    constructor
    · intro h
      have h : IsHermiteCell n M := h
      obtain ⟨a, ha⟩ := Int.eq_ofNat_of_zero_le h.pos_a.le
      obtain ⟨b, hb⟩ := Int.eq_ofNat_of_zero_le h.shear_nonneg
      obtain ⟨c, hc⟩ := Int.eq_ofNat_of_zero_le h.pos_c.le
      have hac : a * c = n := by
        have h2 := h.size
        rw [ha, hc] at h2
        exact_mod_cast h2
      have hbc := h.shear_lt
      have hcpos : 0 < c := by omega
      have hdiv : n / c = a := by
        rw [← hac]
        exact Nat.mul_div_cancel a hcpos
      refine ⟨⟨c, b⟩, Finset.mem_coe.mpr (Finset.mem_sigma.mpr
        ⟨Nat.mem_divisors.mpr ⟨⟨a, by rw [← hac]; ring⟩, hn.ne'⟩,
          Finset.mem_range.mpr (show b < c by omega)⟩), ?_⟩
      ext i j
      fin_cases i <;> fin_cases j
      · show ((n / c : ℕ) : ℤ) = M 0 0
        rw [hdiv, ha]
      · exact h.upper.symm
      · exact hb.symm
      · exact hc.symm
    · rintro ⟨⟨c, b⟩, hp, rfl⟩
      obtain ⟨hc, hb⟩ := Finset.mem_sigma.mp (Finset.mem_coe.mp hp)
      have hc : c ∈ n.divisors := hc
      have hb : b < c := Finset.mem_range.mp hb
      have hcpos : 0 < c := by omega
      have hq : 0 < n / c := Nat.div_pos (Nat.divisor_le hc) hcpos
      have hs : n / c * c = n := Nat.div_mul_cancel (Nat.dvd_of_mem_divisors hc)
      exact ⟨rfl, Int.natCast_pos.mpr hq, Int.natCast_pos.mpr hcpos,
        (Nat.cast_mul (n / c) c).symm.trans (congrArg Nat.cast hs),
        Int.natCast_nonneg b, Int.ofNat_lt.mpr hb⟩
  have hbij := bijOn_columnSpan hn
  rw [← hbij.image_eq, hbij.injOn.encard_image, himg, hg.injOn.encard_image,
    Set.encard_coe_eq_coe_finsetCard, Finset.card_sigma]
  simp only [Finset.card_range]

/-- For a prime `p` there are exactly `p + 1` superlattices of `ℤ²` of index `p`. -/
theorem encard_superlattices_prime {p : ℕ} (hp : p.Prime) :
    {H : AddSubgroup (Fin 2 → ℤ) | H.index = p}.encard = ((p + 1 : ℕ) : ℕ∞) := by
  rw [encard_superlattices hp.pos, hp.sum_divisors]

end DerivativeSuperlattices
```

```lean
#print axioms DerivativeSuperlattices.encard_superlattices
#print axioms DerivativeSuperlattices.encard_superlattices_prime
```

```
'DerivativeSuperlattices.encard_superlattices' depends on axioms: [propext, Classical.choice, Quot.sound]
'DerivativeSuperlattices.encard_superlattices_prime' depends on axioms: [propext, Classical.choice, Quot.sound]
```

## Reading the theorems and their scope

The parent lattice is `Fin 2 → ℤ`, with coordinates numbered 0 and 1. A superlattice is an `AddSubgroup` of it, and its cell size is `index`. `columnSpan M` is the range of $k\mapsto Mk$, which fixes the column convention, and `IsHermiteCell n M` collects the conditions on $M$.

`bijOn_columnSpan` says that the column span sends Hermite cells of size $n$ to subgroups of index $n$, without repetition and without omission. `encard_superlattices` gives the count as an extended cardinality, in which an infinite family would have the value infinity. The hypothesis `0 < n` matters because Mathlib assigns index 0 to subgroups of infinite index: the zero subgroup is one, and no Hermite cell has size 0.

The proof follows the derivation:

- `mem_columnSpan_iff` describes the span by $k$ and $l$.
- `shift_eq_zero` is the argument that two numbers in one window of length $a$ cannot differ by a nonzero multiple of $a$.
- `index_columnSpan` builds the bijection between the box and the cosets.
- `exists_pos_generator` supplies $a$ and $c$, and `exists_hermiteCell` assembles the matrix. Its intermediate statement `key` is the description of $H$ by $k$ and $l$.
- `encard_superlattices` matches Hermite cells with pairs of a divisor $c$ and a shear $b<c$; `encard_superlattices_prime` specialises to primes.

The theorems concern translations in two dimensions only. Superlattices related by a rotation or reflection of the parent lattice are counted separately: on the square lattice, the first two cells listed for $n=2$ are the same stripe pattern turned by 90°. Decorations of the cells with atoms are not counted, and for a parent crystal with several sites per cell, $n$ counts parent cells and not atoms. The file treats the mathematical enumeration, so a program's loop and its integer arithmetic still need their own tests.
